# Positive linear operators that converge uniformly to the identity on 1, cos x and sin x do so on every continuous 2π-periodic real function

## Can three test functions vouch for a smoothing filter?

A linear filter can pass a test on the lowest harmonics perfectly and still ruin the next one. Add to each function $f$ the constant $f(0)-f(\pi/2)+f(\pi)-f(-\pi/2)$: then $1$, $\cos x$ and $\sin x$ come out unchanged, but $\cos 2x$ becomes $\cos 2x+4$.

I smooth a continuous potential on a ring by local averages with nonnegative weights, and I make the averaging width smaller and smaller. I am told that for such filters it is enough to check convergence on those same three functions. How can the first harmonic control a potential with sharp features and many higher harmonics?

## Positivity carries a first-harmonic bound through the filter

Averages with nonnegative weights preserve inequalities between functions, and the variation of any continuous $2\pi$-periodic $f$ can be bounded by an arbitrarily small constant plus a multiple of $1-\cos(x-y)$, which contains no harmonic above the first.

**Bounding the variation.** Let $\varepsilon>0$ and $|f|\le M$. By uniform continuity there is a $\delta>0$ such that $|f(x)-f(y)|<\varepsilon$ whenever $|x-y|<\delta$. Subtract whole periods until $|x-y|\le\pi$, and put $d=\min(\delta,\pi)$. If $|x-y|<d$, the difference is below $\varepsilon$. Otherwise $1-\cos(x-y)\ge 1-\cos d>0$, while $|f(x)-f(y)|\le 2M$. With $C=2M/(1-\cos d)$, both cases give

$$|f(x)-f(y)|\le \varepsilon+C\,(1-\cos(x-y)).$$

**Applying the filter.** Fix $y$ and expand $\cos(x-y)=\cos y\cos x+\sin y\sin x$. As functions of $x$,

$$\pm\,(f-f(y)\,1)\le(\varepsilon+C)\,1-C\cos y\,\cos-C\sin y\,\sin .$$

A positive linear $P$ preserves this inequality. Evaluating at $y$ gives

$$|Pf(y)-f(y)\,P1(y)|\le\varepsilon\,P1(y)+C\,B(y),$$

$$B(y)=P1(y)-\cos y\,(P\cos)(y)-\sin y\,(P\sin)(y).$$

**Closing the estimate.** Suppose that $P$ changes each test function by less than $\eta\le1$ everywhere. Since $\cos^2y+\sin^2y=1$,

$$B(y)=(P1(y)-1)+\cos y\,(\cos y-(P\cos)(y))+\sin y\,(\sin y-(P\sin)(y))\le3\eta.$$

Also $P1(y)\le2$ and $|f(y)(1-P1(y))|\le M\eta$. Hence

$$|f(y)-Pf(y)|\le2\varepsilon+(M+3C)\eta$$

for all $y$. Choose $\varepsilon$ first, which fixes $C$, and then $\eta$: the right side can be made as small as desired.

**What the Lean theorem says.** `Per` is the real vector space of continuous $2\pi$-periodic functions, and `f.1` is the function underlying its element `f`. Each `P i` is a linear map from `Per` to itself. `IsPositive` means that nonnegative functions go to nonnegative functions; this is not the quantum-mechanical positivity $\langle\psi,A\psi\rangle\ge0$. The hypotheses `h1`, `hc` and `hs` of `korovkin` are uniform convergence on the three test functions, and the conclusion is uniform convergence on any `f`. The letter `l` stands for a filter in Mathlib's sense, not a smoothing filter: it says how the index moves, and for a sequence it is `atTop`.

The theorem gives no convergence rate. A program stores grid values, whereas these operators act on continuous functions, so passing from one to the other needs a separate argument. For simulation practice, the result bears on smoothing a density or local potential, here restricted to continuous real functions of one periodic coordinate with period scaled to $2\pi$.

`first_harmonic_criterion` treats positive filters that preserve constants and multiply both $\cos x$ and $\sin x$ by a factor $r_i\to1$. The average $(f(x+h)+f(x-h))/2$ satisfies these relations with factor $\cos h$, as `first_harmonic_witness` shows.

Two examples show what the assumptions do. `evenPart` is positive and fixes $1$ and $\cos x$ but sends $\sin x$ to zero, so a constant sequence of it refutes the theorem with the sine test omitted. `gridShift` is the operator from the opening paragraph, which adds a constant to each function; a constant sequence of it refutes the version with no positivity assumption.

**How the proof is built.** In `variation_bound`, compactness of $[-\pi,3\pi]$ supplies $M$ and $\delta$; `key` makes the near/far case split, and `shift` subtracts the periods. `positive_estimate` applies positivity to the two comparison functions, one for each sign, and uses linearity to expand their images.

`korovkin` runs the last estimate with $\varepsilon/4$ in place of $\varepsilon$ and chooses $\eta$ so that $\eta(M+3C+1)\le\varepsilon/4$. Here `M` is a bound on $|f|$ obtained from the variation bound at $y=0$. `filter_upwards` selects the indices at which all three test errors are below $\eta$, and `hB` is the bound $B\le3\eta$.

For the criterion, `scale` uses $|r_i g-g|\le|r_i-1|$ when $|g|\le1$, and then `korovkin` applies. The identities for the explicit operators follow from addition formulas, parity and special values of sine and cosine.

```lean
import Mathlib

open Filter Topology
open scoped Real

namespace TrigKorovkin

noncomputable section

/-- The real vector space of continuous `2π`-periodic functions on the line. -/
def Per : Submodule ℝ (ℝ → ℝ) where
  carrier := {f | Continuous f ∧ Function.Periodic f (2 * π)}
  add_mem' := by
    intro f g hf hg
    exact ⟨hf.1.add hg.1, hf.2.add hg.2⟩
  zero_mem' := ⟨continuous_const, fun _ => rfl⟩
  smul_mem' := by
    intro c f hf
    exact ⟨hf.1.const_smul c, fun x => congrArg (fun t => c * t) (hf.2 x)⟩

/-- A continuous `2π`-periodic function, regarded as an element of `Per`. -/
def ofFun (f : ℝ → ℝ) (hc : Continuous f) (hp : Function.Periodic f (2 * π)) : Per :=
  ⟨f, And.intro hc hp⟩

/-- The constant function 1. -/
def one : Per := ofFun (fun _ => 1) continuous_const (fun _ => rfl)

/-- The first even harmonic, `cos x`. -/
def cosine : Per := ofFun Real.cos Real.continuous_cos Real.cos_periodic

/-- The first odd harmonic, `sin x`. -/
def sine : Per := ofFun Real.sin Real.continuous_sin Real.sin_periodic

/-- An operator is positive if it maps nonnegative functions to nonnegative functions. -/
def IsPositive (P : Per →ₗ[ℝ] Per) : Prop :=
  ∀ f : Per, (∀ x, 0 ≤ f.1 x) → ∀ x, 0 ≤ (P f).1 x

/-- Every element of `Per` is continuous and `2π`-periodic. -/
theorem spec (f : Per) : Continuous f.1 ∧ Function.Periodic f.1 (2 * π) := f.2

/-- For a continuous `2π`-periodic function `f` and any `ε > 0` there is a constant `C ≥ 0`, which
may depend on `f` and `ε`, such that `f` varies between any two points `x` and `y` by at most
`ε + C (1 - cos (x - y))`. -/
theorem variation_bound (f : Per) {ε : ℝ} (hε : 0 < ε) :
    ∃ C, 0 ≤ C ∧ ∀ x y, |f.1 x - f.1 y| ≤ ε + C * (1 - Real.cos (x - y)) := by
  obtain ⟨hc, hp⟩ := spec f
  have hpi := Real.pi_pos
  have hK : IsCompact (Set.Icc (-π) (3 * π)) := isCompact_Icc
  obtain ⟨M, hM⟩ := hK.exists_bound_of_continuousOn hc.continuousOn
  obtain ⟨δ, hδ, hu⟩ := Metric.uniformContinuousOn_iff.1
    (hK.uniformContinuousOn_of_continuous hc.continuousOn) ε hε
  have hM0 : 0 ≤ M := (norm_nonneg _).trans (hM 0 ⟨by linarith, by linarith⟩)
  have hd : 0 < min δ π := lt_min hδ hpi
  have hcos : 0 < 1 - Real.cos (min δ π) := by
    have h := Real.cos_lt_cos_of_nonneg_of_le_pi le_rfl (min_le_right δ π) hd
    rw [Real.cos_zero] at h
    linarith
  have hC : 0 ≤ 2 * M / (1 - Real.cos (min δ π)) := div_nonneg (by linarith) hcos.le
  -- the bound for b in [0, 2π) and a in [b - π, b + π)
  have key : ∀ a b : ℝ, 0 ≤ b → b < 2 * π → b - π ≤ a → a < b + π →
      |f.1 a - f.1 b| ≤ ε + 2 * M / (1 - Real.cos (min δ π)) * (1 - Real.cos (a - b)) := by
    intro a b hb0 hb1 ha0 ha1
    have ha : a ∈ Set.Icc (-π) (3 * π) := ⟨by linarith, by linarith⟩
    have hb : b ∈ Set.Icc (-π) (3 * π) := ⟨by linarith, by linarith⟩
    rcases lt_or_ge |a - b| (min δ π) with h | h
    · have h1 : |f.1 a - f.1 b| < ε := hu a ha b hb (h.trans_le (min_le_left _ _))
      have h2 := mul_nonneg hC (sub_nonneg.2 (Real.cos_le_one (a - b)))
      linarith
    · have h1 : Real.cos (a - b) ≤ Real.cos (min δ π) := by
        rw [← Real.cos_abs (a - b)]
        exact Real.cos_le_cos_of_nonneg_of_le_pi hd.le
          (abs_le.2 ⟨by linarith, by linarith⟩) h
      have h2 := mul_le_mul_of_nonneg_left (sub_le_sub_left h1 1) hC
      rw [div_mul_cancel₀ _ hcos.ne'] at h2
      have h3 := hM a ha
      have h4 := hM b hb
      rw [Real.norm_eq_abs, abs_le] at h3 h4
      exact abs_le.2 ⟨by linarith, by linarith⟩
  -- whole periods are subtracted from both points
  have shift : ∀ c x : ℝ, ∃ n : ℤ, c ≤ x - n * (2 * π) ∧ x - n * (2 * π) < c + 2 * π := by
    intro c x
    have h2 : 0 < 2 * π := by linarith
    refine ⟨⌊(x - c) / (2 * π)⌋, ?_, ?_⟩
    · have h := (le_div_iff₀ h2).1 (Int.floor_le ((x - c) / (2 * π)))
      linarith
    · have h := (div_lt_iff₀ h2).1 (Int.lt_floor_add_one ((x - c) / (2 * π)))
      linarith
  refine ⟨_, hC, fun x y => ?_⟩
  obtain ⟨m, hm1, hm2⟩ := shift 0 y
  obtain ⟨n, hn1, hn2⟩ := shift (y - m * (2 * π) - π) x
  have hxy : Real.cos (x - y) = Real.cos ((x - n * (2 * π)) - (y - m * (2 * π))) := by
    rw [← Real.cos_sub_int_mul_two_pi (x - y) (n - m)]
    congr 1
    push_cast
    ring
  rw [hxy, ← (hp.int_mul n).sub_eq x, ← (hp.int_mul m).sub_eq y]
  exact key _ _ hm1 (by linarith) hn1 (by linarith)

/-- If `f` varies by at most `ε + C (1 - cos (x - y))`, then for a positive operator `P` the
difference between `P f` and `f · P 1` at each point `y` is at most
`ε P 1 + C (P 1 - cos y · P cos - sin y · P sin)`, with the images evaluated at `y`. -/
theorem positive_estimate {P : Per →ₗ[ℝ] Per} (hP : IsPositive P) (f : Per) {ε C : ℝ}
    (hf : ∀ x y, |f.1 x - f.1 y| ≤ ε + C * (1 - Real.cos (x - y))) (y : ℝ) :
    |(P f).1 y - f.1 y * (P one).1 y| ≤ ε * (P one).1 y + C * ((P one).1 y
      - Real.cos y * (P cosine).1 y - Real.sin y * (P sine).1 y) := by
  -- the upper and lower comparison functions are nonnegative
  have h1 := hP ((ε + C) • one - (C * Real.cos y) • cosine - (C * Real.sin y) • sine
    - (f - f.1 y • one)) (fun x => by
      change 0 ≤ (ε + C) * 1 - C * Real.cos y * Real.cos x - C * Real.sin y * Real.sin x
        - (f.1 x - f.1 y * 1)
      have h := (abs_le.1 (hf x y)).2
      rw [Real.cos_sub] at h
      linarith) y
  have h2 := hP ((ε + C) • one - (C * Real.cos y) • cosine - (C * Real.sin y) • sine
    + (f - f.1 y • one)) (fun x => by
      change 0 ≤ (ε + C) * 1 - C * Real.cos y * Real.cos x - C * Real.sin y * Real.sin x
        + (f.1 x - f.1 y * 1)
      have h := (abs_le.1 (hf x y)).1
      rw [Real.cos_sub] at h
      linarith) y
  simp only [map_add, map_sub, map_smul] at h1 h2
  change 0 ≤ (ε + C) * (P one).1 y - C * Real.cos y * (P cosine).1 y
    - C * Real.sin y * (P sine).1 y - ((P f).1 y - f.1 y * (P one).1 y) at h1
  change 0 ≤ (ε + C) * (P one).1 y - C * Real.cos y * (P cosine).1 y
    - C * Real.sin y * (P sine).1 y + ((P f).1 y - f.1 y * (P one).1 y) at h2
  exact abs_le.2 ⟨by linarith, by linarith⟩

/-- Trigonometric Korovkin theorem: positive linear operators that converge uniformly to the
identity on 1, cos and sin do so on every continuous `2π`-periodic function. -/
theorem korovkin {ι : Type*} {l : Filter ι} {P : ι → Per →ₗ[ℝ] Per}
    (hP : ∀ i, IsPositive (P i))
    (h1 : TendstoUniformly (fun i => (P i one).1) one.1 l)
    (hc : TendstoUniformly (fun i => (P i cosine).1) cosine.1 l)
    (hs : TendstoUniformly (fun i => (P i sine).1) sine.1 l) (f : Per) :
    TendstoUniformly (fun i => (P i f).1) f.1 l := by
  rw [Metric.tendstoUniformly_iff]
  intro ε hε
  obtain ⟨C, hC, hf⟩ := variation_bound f (show 0 < ε / 4 by linarith)
  obtain ⟨M, hM0, hM⟩ : ∃ M, 0 ≤ M ∧ ∀ y, |f.1 y| ≤ M := by
    refine ⟨|f.1 0| + ε / 4 + 2 * C, by positivity, fun y => ?_⟩
    have h := mul_nonneg hC (neg_le_iff_add_nonneg.1 (Real.neg_one_le_cos (y - 0)))
    linarith [hf y 0, abs_sub_abs_le_abs_sub (f.1 y) (f.1 0)]
  -- the tolerance required on the three test functions
  obtain ⟨η, hη, hη1, hηK⟩ : ∃ η : ℝ, 0 < η ∧ η ≤ 1 ∧ η * (M + 3 * C + 1) ≤ ε / 4 := by
    have hK : 0 < M + 3 * C + 1 := by positivity
    exact ⟨min 1 (ε / 4 / (M + 3 * C + 1)), lt_min one_pos (by positivity),
      min_le_left _ _, (le_div_iff₀ hK).1 (min_le_right _ _)⟩
  filter_upwards [Metric.tendstoUniformly_iff.1 h1 η hη, Metric.tendstoUniformly_iff.1 hc η hη,
    Metric.tendstoUniformly_iff.1 hs η hη] with i h1i hci hsi y
  have a : |1 - (P i one).1 y| < η := h1i y
  have b : |Real.cos y - (P i cosine).1 y| < η := hci y
  have c : |Real.sin y - (P i sine).1 y| < η := hsi y
  have e := abs_le.1 (positive_estimate (hP i) f hf y)
  have pc : Real.cos y * (Real.cos y - (P i cosine).1 y) ≤ η := by
    refine (le_abs_self _).trans ?_
    rw [abs_mul]
    exact (mul_le_of_le_one_left (abs_nonneg _) (Real.abs_cos_le_one y)).trans b.le
  have ps : Real.sin y * (Real.sin y - (P i sine).1 y) ≤ η := by
    refine (le_abs_self _).trans ?_
    rw [abs_mul]
    exact (mul_le_of_le_one_left (abs_nonneg _) (Real.abs_sin_le_one y)).trans c.le
  have ha := abs_lt.1 a
  have hB : (P i one).1 y - Real.cos y * (P i cosine).1 y
      - Real.sin y * (P i sine).1 y ≤ 3 * η := by
    nlinarith [Real.sin_sq_add_cos_sq y]
  have hCB := mul_le_mul_of_nonneg_left hB hC
  have hU : ε / 4 * (P i one).1 y ≤ ε / 4 * 2 :=
    mul_le_mul_of_nonneg_left (by linarith) (by linarith)
  have hF : |f.1 y * (1 - (P i one).1 y)| ≤ M * η := by
    rw [abs_mul]
    exact mul_le_mul (hM y) a.le (abs_nonneg _) hM0
  have hF' := abs_le.1 hF
  change |f.1 y - (P i f).1 y| < ε
  exact abs_lt.2 ⟨by nlinarith, by nlinarith⟩

/-- Positive operators that preserve constants and multiply both cos and sin by a factor tending to
1 converge uniformly to the identity on every continuous `2π`-periodic function. -/
theorem first_harmonic_criterion {ι : Type*} {l : Filter ι} {P : ι → Per →ₗ[ℝ] Per}
    {r : ι → ℝ} (hP : ∀ i, IsPositive (P i)) (h1 : ∀ i, P i one = one)
    (hc : ∀ i, P i cosine = r i • cosine) (hs : ∀ i, P i sine = r i • sine)
    (hr : Tendsto r l (𝓝 1)) (f : Per) :
    TendstoUniformly (fun i => (P i f).1) f.1 l := by
  have scale : ∀ g : Per, (∀ x, |g.1 x| ≤ 1) →
      TendstoUniformly (fun i => (r i • g).1) g.1 l := by
    intro g hg
    rw [Metric.tendstoUniformly_iff]
    intro ε hε
    filter_upwards [Metric.tendsto_nhds.1 hr ε hε] with i hi x
    have hi' : |r i - 1| < ε := hi
    change |g.1 x - r i * g.1 x| < ε
    rw [show g.1 x - r i * g.1 x = -((r i - 1) * g.1 x) by ring, abs_neg, abs_mul]
    exact (mul_le_of_le_one_right (abs_nonneg _) (hg x)).trans_lt hi'
  refine korovkin hP ?_ ?_ ?_ f
  · simp only [h1]
    rw [Metric.tendstoUniformly_iff]
    intro ε hε
    exact Eventually.of_forall fun i x => by rwa [dist_self]
  · simp only [hc]
    exact scale cosine Real.abs_cos_le_one
  · simp only [hs]
    exact scale sine Real.abs_sin_le_one

/-- The symmetric two-point average `(f (x + h) + f (x - h)) / 2`. -/
def average (h : ℝ) : Per →ₗ[ℝ] Per where
  toFun f := ofFun (fun x => (f.1 (x + h) + f.1 (x - h)) / 2)
    (by have := (spec f).1; fun_prop)
    (fun x => by
      beta_reduce
      rw [show x + 2 * π + h = x + h + 2 * π by ring,
        show x + 2 * π - h = x - h + 2 * π by ring, (spec f).2, (spec f).2])
  map_add' f g := Subtype.ext (funext fun x => by
    change (f.1 (x + h) + g.1 (x + h) + (f.1 (x - h) + g.1 (x - h))) / 2
      = (f.1 (x + h) + f.1 (x - h)) / 2 + (g.1 (x + h) + g.1 (x - h)) / 2
    ring)
  map_smul' c f := Subtype.ext (funext fun x => by
    change (c * f.1 (x + h) + c * f.1 (x - h)) / 2 = c * ((f.1 (x + h) + f.1 (x - h)) / 2)
    ring)

/-- The two-point average is positive, preserves constants, and multiplies cos and sin by
`cos h`. -/
theorem first_harmonic_witness (h : ℝ) : IsPositive (average h) ∧ average h one = one ∧
    average h cosine = Real.cos h • cosine ∧ average h sine = Real.cos h • sine := by
  refine ⟨fun f hf x => ?_, Subtype.ext (funext fun x => ?_),
    Subtype.ext (funext fun x => ?_), Subtype.ext (funext fun x => ?_)⟩
  · change 0 ≤ (f.1 (x + h) + f.1 (x - h)) / 2
    linarith [hf (x + h), hf (x - h)]
  · change ((1 : ℝ) + 1) / 2 = 1
    norm_num
  · change (Real.cos (x + h) + Real.cos (x - h)) / 2 = Real.cos h * Real.cos x
    rw [Real.cos_add, Real.cos_sub]
    ring
  · change (Real.sin (x + h) + Real.sin (x - h)) / 2 = Real.cos h * Real.sin x
    rw [Real.sin_add, Real.sin_sub]
    ring

/-- The projection onto even functions, `(f x + f (-x)) / 2`. -/
def evenPart : Per →ₗ[ℝ] Per where
  toFun f := ofFun (fun x => (f.1 x + f.1 (-x)) / 2)
    (by have := (spec f).1; fun_prop)
    (fun x => by
      have h := (spec f).2 (-(x + 2 * π))
      rw [show -(x + 2 * π) + 2 * π = -x by ring] at h
      beta_reduce
      rw [(spec f).2 x, ← h])
  map_add' f g := Subtype.ext (funext fun x => by
    change (f.1 x + g.1 x + (f.1 (-x) + g.1 (-x))) / 2
      = (f.1 x + f.1 (-x)) / 2 + (g.1 x + g.1 (-x)) / 2
    ring)
  map_smul' c f := Subtype.ext (funext fun x => by
    change (c * f.1 x + c * f.1 (-x)) / 2 = c * ((f.1 x + f.1 (-x)) / 2)
    ring)

/-- The even projection is positive and fixes 1 and cos, but annihilates sin. -/
theorem sine_test_needed : IsPositive evenPart ∧ evenPart one = one ∧
    evenPart cosine = cosine ∧ evenPart sine = 0 := by
  refine ⟨fun f hf x => ?_, Subtype.ext (funext fun x => ?_),
    Subtype.ext (funext fun x => ?_), Subtype.ext (funext fun x => ?_)⟩
  · change 0 ≤ (f.1 x + f.1 (-x)) / 2
    linarith [hf x, hf (-x)]
  · change ((1 : ℝ) + 1) / 2 = 1
    norm_num
  · change (Real.cos x + Real.cos (-x)) / 2 = Real.cos x
    rw [Real.cos_neg]
    ring
  · change (Real.sin x + Real.sin (-x)) / 2 = 0
    rw [Real.sin_neg]
    ring

/-- The second even harmonic, `cos 2x`. -/
def cosineTwo : Per := ofFun (fun x => Real.cos (2 * x)) (by fun_prop) (fun x => by
  beta_reduce
  rw [show 2 * (x + 2 * π) = 2 * x + 2 * π + 2 * π by ring,
    Real.cos_add_two_pi, Real.cos_add_two_pi])

/-- The operator that adds to `f` the constant `f 0 - f (π/2) + f π - f (-π/2)`, an
alternating sum over a four-point grid. -/
def gridShift : Per →ₗ[ℝ] Per where
  toFun f := f + (f.1 0 - f.1 (π / 2) + f.1 π - f.1 (-(π / 2))) • one
  map_add' f g := Subtype.ext (funext fun x => by
    simp only [Submodule.coe_add, Submodule.coe_smul, Pi.add_apply, Pi.smul_apply, smul_eq_mul]
    ring)
  map_smul' c f := Subtype.ext (funext fun x => by
    simp only [Submodule.coe_add, Submodule.coe_smul, Pi.add_apply, Pi.smul_apply, smul_eq_mul,
      RingHom.id_apply]
    ring)

/-- The linear operator `gridShift` fixes 1, cos and sin, but sends `cos 2x` to
`cos 2x + 4`. -/
theorem positivity_needed : gridShift one = one ∧ gridShift cosine = cosine ∧
    gridShift sine = sine ∧ gridShift cosineTwo = cosineTwo + (4 : ℝ) • one := by
  refine ⟨Subtype.ext (funext fun x => ?_), Subtype.ext (funext fun x => ?_),
    Subtype.ext (funext fun x => ?_), Subtype.ext (funext fun x => ?_)⟩
  · change (1 : ℝ) + (1 - 1 + 1 - 1) * 1 = 1
    norm_num
  · change Real.cos x + (Real.cos 0 - Real.cos (π / 2) + Real.cos π
      - Real.cos (-(π / 2))) * 1 = Real.cos x
    rw [Real.cos_neg, Real.cos_zero, Real.cos_pi_div_two, Real.cos_pi]
    ring
  · change Real.sin x + (Real.sin 0 - Real.sin (π / 2) + Real.sin π
      - Real.sin (-(π / 2))) * 1 = Real.sin x
    rw [Real.sin_neg, Real.sin_zero, Real.sin_pi_div_two, Real.sin_pi]
    ring
  · change Real.cos (2 * x) + (Real.cos (2 * 0) - Real.cos (2 * (π / 2)) + Real.cos (2 * π)
      - Real.cos (2 * (-(π / 2)))) * 1 = Real.cos (2 * x) + 4 * 1
    rw [show 2 * (-(π / 2)) = -π by ring, show 2 * (π / 2) = π by ring, mul_zero,
      Real.cos_neg, Real.cos_zero, Real.cos_pi, Real.cos_two_pi]
    ring

end

end TrigKorovkin
```

```lean
#print axioms TrigKorovkin.korovkin
-- 'TrigKorovkin.korovkin' depends on axioms: [propext, Classical.choice, Quot.sound]
#print axioms TrigKorovkin.first_harmonic_criterion
-- 'TrigKorovkin.first_harmonic_criterion' depends on axioms: [propext, Classical.choice, Quot.sound]
#print axioms TrigKorovkin.sine_test_needed
-- 'TrigKorovkin.sine_test_needed' depends on axioms: [propext, Classical.choice, Quot.sound]
#print axioms TrigKorovkin.positivity_needed
-- 'TrigKorovkin.positivity_needed' depends on axioms: [propext, Classical.choice, Quot.sound]
```
